# Band projectors of a two-layer spin Hamiltonian with energies ±√(a² + t²)

The Hamiltonian here is the 4×4 matrix h = a τz ⊗ (n · σ) + t τx ⊗ 1, for one spin and two layers, with a and t real and not both zero and n a real unit vector. With E = √(a² + t²) and s = ±1, `band_projector` states that P = (1 + s h/E)/2 satisfies P² = P and hP = sE P, so that h acts on the range of P as the number sE. The attempt starts from h² = E² and deduces that s h/E squares to one. It then gets the first equation by expanding the product, and the second by a chain of rewrites that should bring both sides to the same form.

Lean 4 with Mathlib refuses this proof:

```lean
import Mathlib

open Matrix
open scoped Kronecker

namespace TwoLayerSlab

noncomputable section

/-- The spin operator `n · σ` along a real vector `n`. -/
def pauli (n : Fin 3 → ℝ) : Matrix (Fin 2) (Fin 2) ℂ :=
  !![(n 2 : ℂ), (n 0 : ℂ) - Complex.I * (n 1 : ℂ);
     (n 0 : ℂ) + Complex.I * (n 1 : ℂ), -(n 2 : ℂ)]

/-- The layer operator `τz`: `+1` on the top layer, `-1` on the bottom layer. -/
def tauZ : Matrix (Fin 2) (Fin 2) ℂ := !![1, 0; 0, -1]

/-- The layer operator `τx`, which exchanges the two layers. -/
def tauX : Matrix (Fin 2) (Fin 2) ℂ := !![0, 1; 1, 0]

/-- The slab Hamiltonian `a τz ⊗ (n · σ) + t τx ⊗ 1`. -/
def slab (a t : ℝ) (n : Fin 3 → ℝ) : Matrix (Fin 2 × Fin 2) (Fin 2 × Fin 2) ℂ :=
  (a : ℂ) • (tauZ ⊗ₖ pauli n) + (t : ℂ) • (tauX ⊗ₖ (1 : Matrix (Fin 2) (Fin 2) ℂ))

/-- The energy scale `E = √(a² + t²)`. -/
def energy (a t : ℝ) : ℝ := Real.sqrt (a ^ 2 + t ^ 2)

/-- The band operator `(1 + s h / E) / 2`, where `s = 1` or `s = -1` selects the band. -/
def band (s a t : ℝ) (n : Fin 3 → ℝ) : Matrix (Fin 2 × Fin 2) (Fin 2 × Fin 2) ℂ :=
  (1 / 2 : ℂ) • (1 + ((s / energy a t : ℝ) : ℂ) • slab a t n)

lemma energy_sq (a t : ℝ) : energy a t ^ 2 = a ^ 2 + t ^ 2 :=
  Real.sq_sqrt (by positivity)

lemma energy_ne_zero {a t : ℝ} (h : (a, t) ≠ (0, 0)) : energy a t ≠ 0 := by
  intro h0
  have h1 := energy_sq a t
  rw [h0] at h1
  have ha : a = 0 := pow_eq_zero_iff two_ne_zero |>.mp (by nlinarith [sq_nonneg a, sq_nonneg t])
  have ht : t = 0 := pow_eq_zero_iff two_ne_zero |>.mp (by nlinarith [sq_nonneg a, sq_nonneg t])
  exact h (by rw [ha, ht])

/-- The spin operator along a unit vector squares to one. -/
theorem pauli_sq {n : Fin 3 → ℝ} (hn : n ⬝ᵥ n = 1) : pauli n * pauli n = 1 := by
  have h : (n 0 : ℂ) ^ 2 + (n 1 : ℂ) ^ 2 + (n 2 : ℂ) ^ 2 = 1 := by
    have h' : n 0 ^ 2 + n 1 ^ 2 + n 2 ^ 2 = 1 := by
      simp only [dotProduct, Fin.sum_univ_three] at hn
      linarith
    exact_mod_cast h'
  ext i j
  fin_cases i <;> fin_cases j <;> simp [pauli, Matrix.mul_apply, Fin.sum_univ_two] <;>
    first
    | linear_combination h - (n 1 : ℂ) ^ 2 * Complex.I_sq
    | ring1

/-- For a unit vector `n`, the slab Hamiltonian squares to `E²` times the identity. -/
theorem slab_sq (a t : ℝ) {n : Fin 3 → ℝ} (hn : n ⬝ᵥ n = 1) :
    slab a t n * slab a t n = ((energy a t ^ 2 : ℝ) : ℂ) • 1 := by
  have hz : tauZ * tauZ = 1 := by
    ext i j; fin_cases i <;> fin_cases j <;> simp [tauZ, Matrix.mul_apply, Fin.sum_univ_two]
  have hx : tauX * tauX = 1 := by
    ext i j; fin_cases i <;> fin_cases j <;> simp [tauX, Matrix.mul_apply, Fin.sum_univ_two]
  -- the two layer operators anticommute, so the cross terms cancel
  have hzx : tauZ * tauX = (-1 : ℂ) • (tauX * tauZ) := by
    ext i j
    fin_cases i <;> fin_cases j <;> simp [tauZ, tauX, Matrix.mul_apply, Fin.sum_univ_two]
  rw [energy_sq]
  simp only [slab, add_mul, mul_add, Matrix.smul_mul, Matrix.mul_smul,
    ← Matrix.mul_kronecker_mul, hz, hx, hzx, pauli_sq hn, one_mul, mul_one,
    Matrix.one_kronecker_one, Matrix.smul_kronecker]
  push_cast
  module

/-- For a unit vector `n`, `s = ±1` and `a`, `t` not both zero, the band operator is idempotent, and
the Hamiltonian acts on its range as `s E`. -/
theorem band_projector {s a t : ℝ} {n : Fin 3 → ℝ} (hn : n ⬝ᵥ n = 1)
    (h : (a, t) ≠ (0, 0)) (hs : s = 1 ∨ s = -1) :
    band s a t n * band s a t n = band s a t n ∧
      slab a t n * band s a t n = ((s * energy a t : ℝ) : ℂ) • band s a t n := by
  have hE := energy_ne_zero h
  have hs2 : s ^ 2 = 1 := by rcases hs with rfl | rfl <;> norm_num
  have hH := slab_sq a t hn
  have r1 : s / energy a t * energy a t ^ 2 = s * energy a t := by field_simp
  have r2 : s * energy a t * (s / energy a t) = 1 := by
    rw [← hs2]; field_simp
  have c1 : ((s / energy a t : ℝ) : ℂ) * ((energy a t ^ 2 : ℝ) : ℂ)
      = ((s * energy a t : ℝ) : ℂ) := by rw [← Complex.ofReal_mul, r1]
  have c2 : ((s * energy a t : ℝ) : ℂ) * ((s / energy a t : ℝ) : ℂ) = 1 := by
    rw [← Complex.ofReal_mul, r2, Complex.ofReal_one]
  unfold band
  generalize ((s / energy a t : ℝ) : ℂ) = c at *
  generalize ((s * energy a t : ℝ) : ℂ) = e at *
  generalize ((energy a t ^ 2 : ℝ) : ℂ) = q at *
  generalize slab a t n = H at *
  -- the flattened Hamiltonian `s h / E` squares to one
  have hHc : c • (H * H) = e • 1 := by rw [hH, smul_smul, c1]
  have key : (c • H) * (c • H) = 1 := by
    rw [Matrix.smul_mul, Matrix.mul_smul, hHc, smul_smul, mul_comm c e, c2, one_smul]
  constructor
  · generalize c • H = K at *
    simp only [Matrix.smul_mul, Matrix.mul_smul, add_mul, mul_add, one_mul, mul_one, key]
    module
  · have hr : e • (c • H) = H := by rw [smul_smul, c2, one_smul]
    rw [Matrix.mul_smul, mul_add, mul_one, Matrix.mul_smul, hHc, smul_comm e, smul_add, hr,
      add_comm]

end

end TwoLayerSlab
```

The compiler's answer:

```
Main.lean:104:88: error: Tactic `rewrite` failed: Did not find an occurrence of the pattern
  e • c • H
in the target expression
  (1 / 2) • H + (1 / 2) • e • 1 = (1 / 2) • e • (1 + c • H)

case right
s a t : ℝ
n : Fin 3 → ℝ
hn : n ⬝ᵥ n = 1
h : (a, t) ≠ (0, 0)
hs : s = 1 ∨ s = -1
hE : energy a t ≠ 0
hs2 : s ^ 2 = 1
r1 : s / energy a t * energy a t ^ 2 = s * energy a t
r2 : s * energy a t * (s / energy a t) = 1
c e : ℂ
c2 : e * c = 1
q : ℂ
c1 : c * q = e
H : Matrix (Fin 2 × Fin 2) (Fin 2 × Fin 2) ℂ
hH : H * H = q • 1
hHc : c • (H * H) = e • 1
key : c • H * c • H = 1
hr : e • c • H = H
⊢ (1 / 2) • H + (1 / 2) • e • 1 = (1 / 2) • e • (1 + c • H)
```

The error is in the second equation, where `H` is the Hamiltonian, `c` is s/E and `e` is sE. The rewrite with `hr` looks for `e • c • H` and does not find it, because the step before it, `smul_add`, expanded the wrong bracket.

Given no arguments, `smul_add` fits any scalar times a sum, and `rw` settles on the first match it meets. That was `(1 / 2) • (H + e • 1)` on the left, which the printed goal shows already split in two. On the right, `e • (1 + c • H)` stayed closed, so `e • c • H` never appeared.

Writing `smul_add e` fixes the scalar, so only the bracket multiplied by `e` can match. It opens into `e • 1 + e • c • H`, `hr` turns the last term into `H`, and the two sides then differ only in the order of a sum.

`add_comm H` swaps that sum on the left. This second change is mere tidying, since a bare `add_comm` would meet the same sum first.

Lean accepts the file once it reads:

```diff
@@ -102,6 +102,6 @@
     module
   · have hr : e • (c • H) = H := by rw [smul_smul, c2, one_smul]
-    rw [Matrix.mul_smul, mul_add, mul_one, Matrix.mul_smul, hHc, smul_comm e, smul_add, hr,
-      add_comm]
+    rw [Matrix.mul_smul, mul_add, mul_one, Matrix.mul_smul, hHc, smul_comm e, smul_add e, hr,
+      add_comm H]
 
 end
```
